# Fermion parity under orthogonal rotations of Majorana modes

A mean-field superconductor does not conserve electron number, but it does conserve whether that number is even or odd. Diagonalising its Hamiltonian replaces the electron modes by quasiparticle modes, which have a parity of their own. Do the two parities agree?

In Majorana form, m fermionic modes are described by 2m operators, and the change of modes is a real orthogonal matrix acting on them. The question is what this matrix does to the product of all the operators.

Let the operators be elements of a ring A, labelled 0, …, n−1 as in Lean's `Fin n`; products written out in the docstrings count from 1.

```lean
import Mathlib

open Matrix

namespace MajoranaParity

noncomputable section

section Products

variable {A : Type*} [Ring A] {n : ℕ}
```

Some steps need only anticommutation.

```lean
/-- Distinct members of the family anticommute. -/
def Anticommuting (h : Fin n → A) : Prop :=
  ∀ a b, a ≠ b → h a * h b = -(h b * h a)
```

Majorana generators also square to one, so g_a g_b + g_b g_a = 2δ_ab. Hermiticity, part of the textbook definition, is not required.

```lean
/-- Majorana generators: each squares to one, and distinct ones anticommute. -/
structure IsMajorana (g : Fin n → A) : Prop where
  sq : ∀ a, g a * g a = 1
  anti : Anticommuting g
```

Write Π(h) for the ordered product h_0 h_1 ⋯ h_(n−1), which is 1 when n = 0.

```lean
/-- The ordered product `h_1 h_2 ... h_n`. -/
def orderedProd (h : Fin n → A) : A := (List.ofFn h).prod
```

Write S(h) for the sum over all permutations σ of sgn(σ) h_σ(0) ⋯ h_σ(n−1), without a factor 1/n!.

```lean
/-- The antisymmetrised product: the sum over all orderings, weighted by their signatures. -/
def antisymProd (h : Fin n → A) : A :=
  ∑ σ : Equiv.Perm (Fin n), Equiv.Perm.sign σ • orderedProd (h ∘ σ)
```

## (a) Splitting off the first factor

For n+1 operators, show that

Π(h_0, …, h_n) = h_0 Π(h_1, …, h_n).

**Solution.** This is associativity. In Lean the shifted label i+1 is `i.succ`.

```lean
/-- The first factor can be split off an ordered product. -/
theorem orderedProd_succ (h : Fin (n + 1) → A) :
    orderedProd h = h 0 * orderedProd (fun i => h i.succ) := by
  simp [orderedProd, List.ofFn_succ]
```

## (b) Exchanging two factors

Let x, t_0, …, t_(n−1) anticommute pairwise. Show that exchanging x with t_k gives

t_k (t_0 ⋯ t_(k−1) x t_(k+1) ⋯ t_(n−1)) = −x t_0 ⋯ t_(n−1).

**Solution.** Use induction on n. For k = 0, the relation t_0 x = −x t_0 suffices. For k > 0, move t_k past t_0, which gives a minus sign. The induction hypothesis exchanges t_k and x in the remaining product, which gives a second. This leaves t_0 x t_1 ⋯ t_(n−1), and moving x to the front gives the third.

The code follows these moves; `Function.update t k x` is the family t with t_k replaced by x.

```lean
/-- If `x` and the members of `t` all anticommute, exchanging `x`, placed in front of the
ordered product, with the factor `t k` flips the sign. -/
theorem exchange (x : A) (t : Fin n → A) (k : Fin n)
    (hx : ∀ i, x * t i = -(t i * x)) (ht : Anticommuting t) :
    t k * orderedProd (Function.update t k x) = -(x * orderedProd t) := by
  induction n with
  | zero => exact k.elim0
  | succ n ih =>
    simp only [orderedProd_succ]
    induction k using Fin.cases with
    | zero =>
      have e : (fun i : Fin n => Function.update t 0 x i.succ) = fun i => t i.succ :=
        funext fun i => Function.update_of_ne (Fin.succ_ne_zero i) _ _
      rw [e, Function.update_self, ← mul_assoc, ← mul_assoc, hx 0, neg_mul, neg_neg]
    | succ j =>
      have e : (fun i : Fin n => Function.update t j.succ x i.succ)
          = Function.update (fun i => t i.succ) j x := by
        funext i
        simp [Function.update_apply]
      have hi : t j.succ * orderedProd (Function.update (fun i => t i.succ) j x)
          = -(x * orderedProd fun i => t i.succ) :=
        ih (fun i => t i.succ) j (fun i => hx i.succ)
          (fun a b hab => ht _ _ fun hc => hab (Fin.succ_injective _ hc))
      rw [e, Function.update_of_ne (Fin.succ_ne_zero j).symm]
      -- move `t 0` out of the way, exchange in the tail, and move it back
      rw [← mul_assoc, ht j.succ 0 (Fin.succ_ne_zero j), neg_mul, mul_assoc, hi, mul_neg,
        neg_neg, ← mul_assoc, ← mul_assoc, hx 0, neg_mul, neg_neg]
```

## (c) Reordering the whole product

For anticommuting operators and any permutation σ, show that

h_σ(0) ⋯ h_σ(n−1) = sgn(σ) h_0 ⋯ h_(n−1).

**Solution.** Use induction on the number of factors; the empty product is immediate. Let p = σ(0). Then σ is a permutation e of the places after the first, followed by the swap of 0 and p (no swap if p = 0). By induction, undoing e costs sgn(e). If p = 0, the product is now in order. Otherwise h_p stands in front and h_0 in its place, and (b) gives −1. The two signs multiply to sgn(σ).

`decomposeFin` supplies this splitting, and `key` is the swap step.

```lean
/-- Reordering a product of anticommuting factors multiplies it by the signature of the
permutation. -/
theorem orderedProd_perm (h : Fin n → A) (hh : Anticommuting h) (σ : Equiv.Perm (Fin n)) :
    orderedProd (h ∘ σ) = Equiv.Perm.sign σ • orderedProd h := by
  induction n with
  | zero =>
    rw [Subsingleton.elim σ 1]
    simp [orderedProd]
  | succ n ih =>
    -- a permutation of the places after the first, then a swap of `0` and `p` (trivial if `p = 0`)
    obtain ⟨⟨p, e⟩, rfl⟩ := Equiv.Perm.decomposeFin.symm.surjective σ
    have key : h p * orderedProd (fun i : Fin n => h (Equiv.swap 0 p i.succ))
        = (if p = 0 then (1 : ℤˣ) else -1) • orderedProd h := by
      induction p using Fin.cases with
      | zero => simp [orderedProd_succ]
      | succ k =>
        have e' : (fun i : Fin n => h (Equiv.swap 0 k.succ i.succ))
            = Function.update (fun i => h i.succ) k (h 0) := by
          funext i
          by_cases hik : i = k
          · subst hik
            simp
          · rw [Equiv.swap_apply_of_ne_of_ne (Fin.succ_ne_zero i)
              (fun hc => hik (Fin.succ_injective _ hc)), Function.update_of_ne hik]
        rw [e', if_neg (Fin.succ_ne_zero k), Units.neg_smul, one_smul, orderedProd_succ]
        exact exchange (h 0) (fun i => h i.succ) k
          (fun i => hh _ _ (Fin.succ_ne_zero i).symm)
          (fun a b hab => hh _ _ fun hc => hab (Fin.succ_injective _ hc))
    have tail : (fun i : Fin n => (h ∘ Equiv.Perm.decomposeFin.symm (p, e)) i.succ)
        = (fun i : Fin n => h (Equiv.swap 0 p i.succ)) ∘ e := by
      funext i
      simp only [Function.comp_apply, Equiv.Perm.decomposeFin_symm_apply_succ]
    rw [orderedProd_succ, tail, ih _ (fun a b hab => hh _ _ fun hc =>
      hab (Fin.succ_injective _ ((Equiv.swap 0 p).injective hc))) e,
      Function.comp_apply, Equiv.Perm.decomposeFin_symm_apply_zero,
      Equiv.Perm.decomposeFin.symm_sign, mul_comm (ite _ _ _), mul_smul, ← key]
    rcases Int.units_eq_one_or (Equiv.Perm.sign e) with he | he <;>
      simp only [he, one_smul, Units.neg_smul, mul_neg]
```

## (d) An inverse for the product

For operators with g_a² = 1, show that Π(g) is invertible, with

(g_0 ⋯ g_(n−1))(g_(n−1) ⋯ g_0) = 1.

**Solution.** The innermost pair is a square and equals 1; the next pair then meets, and so on. The opposite order works in the same way. Lean states that an inverse exists, and builds it one factor at a time.

```lean
/-- An ordered product of factors that each square to one is invertible. -/
theorem isUnit_orderedProd (g : Fin n → A) (hg : ∀ a, g a * g a = 1) :
    IsUnit (orderedProd g) := by
  induction n with
  | zero => simp [orderedProd]
  | succ n ih =>
    rw [orderedProd_succ]
    exact IsUnit.mul ⟨⟨g 0, g 0, hg 0, hg 0⟩, rfl⟩ (ih _ fun a => hg a.succ)

end Products
```

Now let A be a real algebra and R a real n × n matrix, and set h_a = Σ_b R_ab g_b. The code calls this `bogoliubov` for every R, whereas the textbook name presupposes that the anticommutation relations survive.

```lean
section Rotation

variable {A : Type*} [Ring A] [Algebra ℝ A] {n : ℕ}

/-- The transformed modes `h_a = ∑_b R_ab g_b`. -/
def bogoliubov (R : Matrix (Fin n) (Fin n) ℝ) (g : Fin n → A) (a : Fin n) : A :=
  ∑ b, R a b • g b
```

## (e) Alternating functions of the rows

Let F be multilinear in the n rows of R, with values in A, and zero whenever two rows coincide. Show that

F(R) = det(R) F(1).

**Solution.** Expand each row in unit vectors e_b. Terms with a repeated unit vector vanish. The others are labelled by permutations and give

F(R) = Σ_σ R_0σ(0) ⋯ R_(n−1)σ(n−1) sgn(σ) F(1),

whose coefficient is the determinant. Lean packages the expansion differently: `ext_alternating` says that two alternating maps are equal if they agree on distinct basis vectors, and it is applied to F and `D`, the map that sends a matrix to its determinant times F(1).

```lean
/-- An alternating multilinear function of the `n` rows of a real `n × n` matrix is the
determinant times its value at the identity. -/
theorem alternating_eq_det (F : AlternatingMap ℝ (Fin n → ℝ) A (Fin n))
    (R : Matrix (Fin n) (Fin n) ℝ) :
    F R = R.det • F (1 : Matrix (Fin n) (Fin n) ℝ) := by
  let D : AlternatingMap ℝ (Fin n → ℝ) A (Fin n) :=
    (LinearMap.toSpanSingleton ℝ A (F (1 : Matrix (Fin n) (Fin n) ℝ))).compAlternatingMap
      Matrix.detRowAlternating
  have hD : ∀ S : Matrix (Fin n) (Fin n) ℝ,
      D S = S.det • F (1 : Matrix (Fin n) (Fin n) ℝ) := fun S => rfl
  have hFD : F = D := by
    refine Module.Basis.ext_alternating (Pi.basisFun ℝ (Fin n)) fun v hv => ?_
    let σ : Equiv.Perm (Fin n) := Equiv.ofBijective v (Finite.injective_iff_bijective.mp hv)
    let b : Fin n → Fin n → ℝ := fun i => Pi.basisFun ℝ (Fin n) i
    have hb : b = (1 : Matrix (Fin n) (Fin n) ℝ) := by
      funext i j
      by_cases hij : i = j
      · subst hij
        simp [b]
      · simp [b, hij, Ne.symm hij]
    have hDb : D b = F b :=
      (congrArg (fun w => D w) hb).trans
        (((hD 1).trans (by rw [Matrix.det_one, one_smul])).trans
          (congrArg (fun w => F w) hb).symm)
    have e : (fun i => Pi.basisFun ℝ (Fin n) (v i)) = b ∘ σ := rfl
    rw [e, F.map_perm, D.map_perm, hDb]
  rw [← hD, ← hFD]
```

## (f) The antisymmetrised product

For every real R and arbitrary elements g_b, show that

S(h) = det(R) S(g).

**Solution.** Each row of R enters each product once, so S(h) is linear in each row. If rows a and b coincide, then h_a = h_b, and the permutations pair off into equal products with opposite signs. So S(h) is alternating. At R = 1 it equals S(g), and (e) applies.

In the code, `L` turns a row into an operator and `alternatization` forms the signed sum.

```lean
/-- For every real matrix `R` and any elements `g_b`, the antisymmetrised product of the
transformed elements is `det R` times that of the original ones. -/
theorem antisymProd_bogoliubov (R : Matrix (Fin n) (Fin n) ℝ) (g : Fin n → A) :
    antisymProd (bogoliubov R g) = R.det • antisymProd g := by
  let L : (Fin n → ℝ) →ₗ[ℝ] A :=
    ∑ b, (LinearMap.proj b : (Fin n → ℝ) →ₗ[ℝ] ℝ).smulRight (g b)
  have hL : ∀ v, L v = ∑ b, v b • g b := fun v => by simp [L]
  let F := MultilinearMap.alternatization
    ((MultilinearMap.mkPiAlgebraFin ℝ n A).compLinearMap fun _ => L)
  have hF : ∀ v : Fin n → Fin n → ℝ,
      F v = antisymProd (fun a => ∑ b, v a b • g b) := by
    intro v
    refine (MultilinearMap.alternatization_apply _ v).trans ?_
    unfold antisymProd
    refine Finset.sum_congr rfl fun σ _ => ?_
    simp only [MultilinearMap.domDomCongr_apply, MultilinearMap.compLinearMap_apply,
      MultilinearMap.mkPiAlgebraFin_apply, hL]
    rfl
  have h1 : bogoliubov (1 : Matrix (Fin n) (Fin n) ℝ) g = g := by
    funext a
    simp [bogoliubov, Matrix.one_apply]
  have hR : F R = antisymProd (bogoliubov R g) := hF R
  have hI : F (1 : Matrix (Fin n) (Fin n) ℝ) = antisymProd g :=
    (hF (1 : Matrix (Fin n) (Fin n) ℝ)).trans (congrArg antisymProd h1)
  exact hR.symm.trans ((alternating_eq_det F R).trans (congrArg (fun z => R.det • z) hI))
```

## (g) Back to the ordered product

For anticommuting operators, show that

S(h) = n! Π(h).

**Solution.** By (c), each of the n! terms equals sgn(σ)² Π(h) = Π(h).

```lean
/-- For anticommuting factors the antisymmetrised product is `n!` times the ordered one. -/
theorem antisymProd_eq (h : Fin n → A) (hh : Anticommuting h) :
    antisymProd h = (n.factorial : ℝ) • orderedProd h := by
  have e : ∀ σ : Equiv.Perm (Fin n),
      Equiv.Perm.sign σ • orderedProd (h ∘ σ) = orderedProd h := fun σ => by
    rw [orderedProd_perm h hh, smul_smul, Int.units_mul_self, one_smul]
  simp only [antisymProd, e, Finset.sum_const, Finset.card_univ, Fintype.card_perm,
    Fintype.card_fin]
  rw [Nat.cast_smul_eq_nsmul]
```

## (h) The rotated modes are Majorana modes

Let R Rᵀ = 1 and let the g_a be Majorana generators. Show that

h_a h_b + h_b h_a = 2δ_ab.

**Solution.** Expanding both products gives

Σ_cd R_ac R_bd (g_c g_d + g_d g_c) = 2 Σ_c R_ac R_bc = 2 (R Rᵀ)_ab.

Orthogonality thus expresses the physical demand that the new modes obey the same anticommutation relations. The code proves this formula as `ac`, then reads off squares (a = b) and anticommutation (a ≠ b).

```lean
/-- A real orthogonal matrix turns Majorana generators into Majorana generators. -/
theorem bogoliubov_isMajorana {R : Matrix (Fin n) (Fin n) ℝ} (hR : R * Rᵀ = 1)
    {g : Fin n → A} (hg : IsMajorana g) : IsMajorana (bogoliubov R g) := by
  have key : ∀ c d, g c * g d + g d * g c = if c = d then (2 : ℝ) • (1 : A) else 0 := by
    intro c d
    split_ifs with hcd
    · rw [hcd, hg.sq, two_smul]
    · rw [hg.anti c d hcd, neg_add_cancel]
  -- the anticommutator of two transformed modes is `2 (R Rᵀ)_ab`
  have ac : ∀ a b, bogoliubov R g a * bogoliubov R g b + bogoliubov R g b * bogoliubov R g a
      = (2 * (R * Rᵀ) a b) • (1 : A) := by
    intro a b
    have e1 : bogoliubov R g a * bogoliubov R g b
        = ∑ c, ∑ d, (R a c * R b d) • (g c * g d) := by
      simp only [bogoliubov, Finset.sum_mul_sum, smul_mul_smul_comm]
    have e2 : bogoliubov R g b * bogoliubov R g a
        = ∑ c, ∑ d, (R a c * R b d) • (g d * g c) := by
      simp only [bogoliubov, Finset.sum_mul_sum, smul_mul_smul_comm]
      refine Finset.sum_comm.trans ?_
      refine Finset.sum_congr rfl fun c _ => Finset.sum_congr rfl fun d _ => ?_
      rw [mul_comm (R b d)]
    rw [e1, e2]
    simp only [← Finset.sum_add_distrib, ← smul_add, key, smul_ite, smul_zero,
      Finset.sum_ite_eq, Finset.mem_univ, if_true, smul_smul, Matrix.mul_apply,
      Matrix.transpose_apply, Finset.mul_sum, Finset.sum_smul]
    exact Finset.sum_congr rfl fun c _ => by rw [mul_comm]
  refine ⟨fun a => ?_, fun a b hab => ?_⟩
  · have h := ac a a
    rw [hR, Matrix.one_apply_eq, mul_one, ← two_smul ℝ] at h
    exact smul_right_injective A (two_ne_zero' ℝ) h
  · have h := ac a b
    rw [hR, Matrix.one_apply_ne hab, mul_zero, zero_smul] at h
    exact eq_neg_of_add_eq_zero_left h
```

## (i) The determinant appears

Under the same assumptions, show that

h_0 ⋯ h_(n−1) = det(R) g_0 ⋯ g_(n−1).

**Solution.** By (h), both families anticommute, so (g) turns (f) into n! Π(h) = det(R) n! Π(g). Divide by n!.

```lean
/-- Under a real orthogonal transformation of Majorana generators, the ordered product of
all of them is multiplied by the determinant: `h_1 ... h_n = det(R) g_1 ... g_n`. -/
theorem orderedProd_bogoliubov {R : Matrix (Fin n) (Fin n) ℝ} (hR : R * Rᵀ = 1)
    {g : Fin n → A} (hg : IsMajorana g) :
    orderedProd (bogoliubov R g) = R.det • orderedProd g := by
  have h := antisymProd_bogoliubov R g
  rw [antisymProd_eq _ (bogoliubov_isMajorana hR hg).anti, antisymProd_eq _ hg.anti,
    smul_comm] at h
  exact smul_right_injective A (Nat.cast_ne_zero.mpr n.factorial_ne_zero : (n.factorial : ℝ) ≠ 0) h

end Rotation
```

For 2m generators in a complex algebra, define P(g) = (−i)^m g_0 ⋯ g_(2m−1). With Hermitian generators and fermions c_j = (g_2j + i g_(2j+1))/2, each factor −i g_2j g_(2j+1) is 1 − 2c_j†c_j, so P(g) is (−1)^N, where N is the total particle number. This identification links the algebra to a real system; the Lean hypotheses do not contain it.

```lean
section Parity

variable {A : Type*} [Ring A] [Algebra ℂ A] {m : ℕ}

/-- The fermion parity operator `(-i)^m g_1 g_2 ... g_2m` of `m` fermionic modes. -/
def parity (g : Fin (2 * m) → A) : A := (-Complex.I) ^ m • orderedProd g
```

## (j) When parity flips

Let A be nonzero and R orthogonal. Show that

P(h) = −P(g) if and only if det R = −1.

**Solution.** By (i), P(h) = det(R) P(g). If parity flips, then (det R + 1) P(g) = 0. By (d), P(g) is a nonzero number times an invertible element, hence nonzero, so det R = −1. The converse is substitution.

For a finite system with a quadratic Hamiltonian and Hermitian g_a, let R lead to the quasiparticle modes d_j = (h_2j + i h_(2j+1))/2. The state annihilated by every d_j has P(h) = 1. If det R = −1, it therefore has P(g) = −1: this quasiparticle vacuum has odd parity in the original fermions, and in general is a superposition of states with different odd particle numbers.

```lean
/-- In a nontrivial complex algebra, a real orthogonal transformation of `2m` Majorana
generators flips the fermion parity operator exactly when its determinant is `-1`. -/
theorem parity_flip_iff [Nontrivial A] {R : Matrix (Fin (2 * m)) (Fin (2 * m)) ℝ}
    (hR : R * Rᵀ = 1) {g : Fin (2 * m) → A} (hg : IsMajorana g) :
    parity (bogoliubov R g) = -parity g ↔ R.det = -1 := by
  have hP : parity (bogoliubov R g) = R.det • parity g := by
    rw [parity, parity, orderedProd_bogoliubov hR hg, smul_comm]
  have h0 : parity g ≠ 0 :=
    smul_ne_zero (pow_ne_zero _ (neg_ne_zero.mpr Complex.I_ne_zero))
      (isUnit_orderedProd g hg.sq).ne_zero
  rw [hP]
  constructor
  · intro h
    have h' : (R.det + 1) • parity g = 0 := by
      rw [add_smul, one_smul, h, neg_add_cancel]
    rcases smul_eq_zero.mp h' with h1 | h1
    · linarith
    · exact absurd h1 h0
  · intro h
    rw [h, neg_smul, one_smul]
```

## (k) One mode on one qubit

Show that the Pauli matrices X and Y are Majorana generators:

X² = Y² = 1, XY = −YX.

**Solution.** Both squares follow by multiplication, and XY = iZ while YX = −iZ. Here P = −iXY = Z, and reversing the sign of Y alone, which has determinant −1, turns it into −Z. Lean checks the Majorana relations case by case.

```lean
/-- The Pauli matrices `X` and `Y` are a pair of Majorana generators. -/
theorem isMajorana_witness :
    IsMajorana (![!![0, 1; 1, 0], !![0, -Complex.I; Complex.I, 0]] :
      Fin 2 → Matrix (Fin 2) (Fin 2) ℂ) := by
  refine ⟨fun a => ?_, fun a b hab => ?_⟩
  · fin_cases a <;> simp [Matrix.one_fin_two]
  · fin_cases a <;> fin_cases b <;> simp at hab ⊢

end Parity

end

end MajoranaParity
```

```lean
#print axioms MajoranaParity.parity_flip_iff
```

```
'MajoranaParity.parity_flip_iff' depends on axioms: [propext, Classical.choice, Quot.sound]
```
